# In non-resonant magnetic X-ray scattering, the σ-to-σ amplitude depends only on spin

A magnetic reflection measured without regard to polarization mixes two unknowns, the spin moment and the orbital moment of the sample. If the whole signal is read as spin, any orbital contribution becomes an error in the spin moment, and a better detector does not remove it. One remedy is to measure in a polarization channel where the orbital term is known to be absent. For the non-resonant amplitude in Blume's form, such a channel is the one in which both the incident and the scattered polarization are perpendicular to the scattering plane.

## The amplitude and its two polarization vectors

Let $k$ and $k'$ be the directions of the incident and scattered beams, and $e$ and $e'$ the corresponding linear polarizations, all real 3-vectors. The scattering is taken to be elastic, so the momentum transfer points along $k-k'$. Let $L$ and $S$ be the Fourier components of the orbital and spin moment densities at the momentum transfer. They are complex vectors. In this form of the amplitude $L$ stands for the part of the orbital moment perpendicular to the momentum transfer, because the parallel part does not scatter; the identities below hold for any $L$. Up to a common prefactor, the magnetic amplitude is

$$F = g\,L\cdot A(e,e') + S\cdot B(e,e'),$$

with the orbital and spin polarization vectors

$$A(e,e') = 2(1-k\cdot k')\,(e'\times e),$$

$$B(e,e') = e'\times e + (k'\cdot e)(k'\times e') - (k\cdot e')(k\times e) - (k'\times e')\times(k\times e).$$

The number $g$ is the relative weight of the orbital part. With $A$ and $B$ as written, its value is fixed once the sign and normalization of $L$ relative to $S$ are fixed. The results below hold for every value, so it is left arbitrary.

A σ polarization is a unit vector perpendicular to both $k$ and $k'$. From now on $e$ denotes such a vector. The π polarizations, which lie in the scattering plane, are $\pi = k\times e$ for the incident beam and $\pi' = k'\times e$ for the scattered beam.

## What is claimed for each channel

For σ→σ′, the claim is $A(e,e)=0$ and $B(e,e)=k\times k'$, hence

$$F_{\sigma\sigma'} = S\cdot(k\times k')$$

for every $L$ and every $g$. The algebra here does not require $k$ and $k'$ to have unit length.

The other channels do assume unit wave vectors:

| Channel | Spin vector $B$ |
|---|---|
| σ→π′ | $(1-k\cdot k')\,k$ |
| π→σ′ | $-(1-k\cdot k')\,k'$ |
| π→π′ | $k\times k'$ |

In π→π′ the orbital vector is $-2(1-k\cdot k')\,k\times k'$. The spin term is therefore the same as in σ→σ′, and subtracting the amplitudes leaves only the orbital moment:

$$F_{\pi\pi'}-F_{\sigma\sigma'} = -2g\,(1-k\cdot k')\,L\cdot(k\times k').$$

This is a difference of complex amplitudes. Detectors record intensities, so using it in an experiment requires phase information or a fit to a model.

## The σ-to-σ channel by hand

Write $n=k\times k'$ and $\nu=e\cdot n$. The main tool is the double cross product

$$u\times(v\times w) = (u\cdot w)\,v-(u\cdot v)\,w.$$

First, the normal $n$ lies along $e$. Since $e$ is perpendicular to both wave vectors,

$$e\times n=(e\cdot k')\,k-(e\cdot k)\,k'=0.$$

Taking the cross product with $e$ once more gives

$$0=e\times(e\times n)=(e\cdot n)\,e-(e\cdot e)\,n=\nu e-n,$$

so $n=\nu e$. If the beams are parallel, both sides are zero.

Next, a cyclic permutation of the triple product gives $k\cdot(k'\times e)=e\cdot(k\times k')=\nu$, and therefore

$$\pi'\times\pi=(\pi'\cdot e)\,k-(\pi'\cdot k)\,e=0-\nu e=-n.$$

Now set both polarizations equal to $e$. The orbital vector contains $e\times e=0$ and vanishes. In the spin vector the first term vanishes for the same reason, and the next two carry the factors $k'\cdot e=0$ and $k\cdot e=0$. What remains is $-\pi'\times\pi=n$.

## The channels with π polarization

Let $c=k\cdot k'$ and take $k$ and $k'$ to be unit vectors. The double cross product and the triple product supply

$$k\times\pi=-e,\qquad k'\times\pi'=-e,\qquad e\times\pi=k,\qquad \pi'\times e=-k',$$

$$k\cdot\pi'=\nu,\qquad k'\cdot\pi=-\nu.$$

Because $\nu e=n$, we also have

$$\nu\pi=k\times n=ck-k',\qquad \nu\pi'=k'\times n=k-ck'.$$

Substitution in the spin vector gives, channel by channel,

$$B(e,\pi')=-k'-\nu\pi+e\times\pi=-k'-(ck-k')+k=(1-c)\,k,$$

$$B(\pi,e)=k-\nu\pi'+\pi'\times e=k-(k-ck')-k'=-(1-c)\,k',$$

$$B(\pi,\pi')=-n+\nu e+\nu e-e\times e=-n+2n=n.$$

The orbital vector for π→π′ is $2(1-c)\,\pi'\times\pi=-2(1-c)\,n$. In the difference of the two amplitudes the terms $S\cdot n$ cancel, which leaves the expression stated above.

## Beams at angles θ and −θ

Take $k=(\cos\theta,\sin\theta,0)$, $k'=(\cos\theta,-\sin\theta,0)$ and $e=(0,0,1)$. The wave vectors have unit length, $e$ is perpendicular to both, and

$$k\times k'=(0,0,-2\sin\theta\cos\theta)=(0,0,-\sin2\theta).$$

The σ→σ′ amplitude is then $-S_z\sin2\theta$: it measures the spin component normal to the scattering plane and vanishes in the forward direction.

## Vectors, moments and hypotheses in Lean

`Vec` is the type of real vectors with three components, `⬝ᵥ` is the dot product and `⨯₃` the cross product. The functions `orbitalVector` and `spinVector` are $A$ and $B$. Their last two arguments are the incident and the scattered polarization, in that order.

In `magneticAmplitude` the moments `L` and `S` are complex, and the real polarization vectors are converted to complex ones component by component. The dot product does not conjugate its arguments, in agreement with the formula for $F$.

The structure `IsSigma k k' e` collects the three conditions on a σ vector: `unit`, `perp_in` and `perp_out`. The unit length of the wave vectors is a separate pair of hypotheses, `hk` and `hk'`, which appear only in the theorems that involve π polarization.

The form of the amplitude is a definition here and is not derived from the coupling of photons to electrons. Charge scattering and resonant terms are absent from it, and real polarization vectors restrict the treatment to linear polarization. Within this non-resonant model, the result supports the use of polarization analysis to separate the spin from the orbital contribution. What the σ→σ′ and π→π′ channels contain are the components of $S$ and $L$ normal to the scattering plane at the given momentum transfer, so a comparison with an electronic-structure calculation is a comparison of Fourier components of the spin and orbital densities.

## A transverse orbital vector as an alternative

The orbital vector could have been defined with its component along the momentum transfer $k-k'$ projected out, a form in which the amplitude is also written. For σ→σ′ nothing would change, because the projection of zero is zero. For π→π′ nothing would change either, because $k\times k'$ is already perpendicular to $k-k'$. The orbital vectors of the two rotated channels would change in general, but their amplitudes would not as long as $L$ is perpendicular to $k-k'$, as assumed above. A projection written with the normalized momentum transfer would also need $k\neq k'$, a condition that the present definition avoids.

## The complete file

```lean
import Mathlib

open Matrix

namespace MagneticXrayPolarization

noncomputable section

/-- Real vectors in three-dimensional space. -/
abbrev Vec := Fin 3 → ℝ

/-- The polarization vector multiplying the orbital moment, for wave vectors `k`, `k'`
and polarizations `e` (incident) and `e'` (scattered). -/
def orbitalVector (k k' e e' : Vec) : Vec :=
  (2 * (1 - k ⬝ᵥ k')) • (e' ⨯₃ e)

/-- The polarization vector multiplying the spin moment. -/
def spinVector (k k' e e' : Vec) : Vec :=
  (e' ⨯₃ e) + (k' ⬝ᵥ e) • (k' ⨯₃ e') - (k ⬝ᵥ e') • (k ⨯₃ e)
    - ((k' ⨯₃ e') ⨯₃ (k ⨯₃ e))

/-- The magnetic scattering amplitude, up to a common prefactor, for Fourier components `L` and `S`
of the orbital and spin moments; `g` is the relative weight of the orbital part. Physically, `L` is
meant to be transverse to the momentum transfer; the definition does not enforce this. -/
def magneticAmplitude (g : ℂ) (L S : Fin 3 → ℂ) (k k' e e' : Vec) : ℂ :=
  g * (L ⬝ᵥ fun i => (orbitalVector k k' e e' i : ℂ))
    + (S ⬝ᵥ fun i => (spinVector k k' e e' i : ℂ))

/-- `e` is a sigma polarization: a unit vector orthogonal to both wave vectors. -/
structure IsSigma (k k' e : Vec) : Prop where
  unit : e ⬝ᵥ e = 1
  perp_in : k ⬝ᵥ e = 0
  perp_out : k' ⬝ᵥ e = 0

/-- The double cross product expanded in its two inner vectors. -/
theorem double_cross (u v w : Vec) :
    u ⨯₃ (v ⨯₃ w) = (u ⬝ᵥ w) • v - (u ⬝ᵥ v) • w := by
  ext i
  fin_cases i <;> simp [cross_apply, dotProduct, Fin.sum_univ_three] <;> ring

/-- The cross product `k × k'` is a multiple of the sigma polarization `e`, with coefficient `e · (k
× k')`. -/
theorem normal_eq_smul_sigma {k k' e : Vec} (h : IsSigma k k' e) :
    k ⨯₃ k' = (e ⬝ᵥ (k ⨯₃ k')) • e := by
  -- the normal has no component transverse to `e`
  have h0 : e ⨯₃ (k ⨯₃ k') = 0 := by
    rw [double_cross, dotProduct_comm e k', h.perp_out, dotProduct_comm e k, h.perp_in]
    simp
  have h1 := double_cross e e (k ⨯₃ k')
  rw [h0, h.unit, one_smul, map_zero] at h1
  exact (sub_eq_zero.mp h1.symm).symm

/-- The cross product of the outgoing and incoming pi polarizations is `-(k × k')`. -/
theorem pi_cross_pi {k k' e : Vec} (h : IsSigma k k' e) :
    (k' ⨯₃ e) ⨯₃ (k ⨯₃ e) = -(k ⨯₃ k') := by
  have ht : k ⬝ᵥ (k' ⨯₃ e) = e ⬝ᵥ (k ⨯₃ k') :=
    (triple_product_permutation k k' e).trans (triple_product_permutation k' e k)
  rw [double_cross, dotProduct_comm (k' ⨯₃ e) e, dot_cross_self,
    dotProduct_comm (k' ⨯₃ e) k, ht, zero_smul, zero_sub, ← normal_eq_smul_sigma h]

/-- In the sigma-to-sigma channel the orbital vector vanishes and the spin vector
is `k × k'`. -/
theorem sigma_sigma_vectors {k k' e : Vec} (h : IsSigma k k' e) :
    orbitalVector k k' e e = 0 ∧ spinVector k k' e e = k ⨯₃ k' := by
  constructor
  · unfold orbitalVector
    rw [cross_self, smul_zero]
  · unfold spinVector
    rw [cross_self, h.perp_out, h.perp_in, pi_cross_pi h]
    module

/-- Sigma-to-sigma magnetic scattering sees only spin: for any orbital moment the amplitude
is the spin component `S · (k × k')`. -/
theorem sigma_sigma_amplitude {k k' e : Vec} (h : IsSigma k k' e)
    (g : ℂ) (L S : Fin 3 → ℂ) :
    magneticAmplitude g L S k k' e e = S ⬝ᵥ fun i => ((k ⨯₃ k') i : ℂ) := by
  unfold magneticAmplitude
  rw [(sigma_sigma_vectors h).1, (sigma_sigma_vectors h).2]
  simp [dotProduct]

/-- For unit wave vectors, the spin vector is `(1 - k·k') k` from sigma to pi and
`-(1 - k·k') k'` from pi to sigma. -/
theorem rotated_spin_vectors {k k' e : Vec} (h : IsSigma k k' e)
    (hk : k ⬝ᵥ k = 1) (hk' : k' ⬝ᵥ k' = 1) :
    spinVector k k' e (k' ⨯₃ e) = (1 - k ⬝ᵥ k') • k ∧
      spinVector k k' (k ⨯₃ e) e = -((1 - k ⬝ᵥ k') • k') := by
  have ht : k ⬝ᵥ (k' ⨯₃ e) = e ⬝ᵥ (k ⨯₃ k') :=
    (triple_product_permutation k k' e).trans (triple_product_permutation k' e k)
  have ht' : k' ⬝ᵥ (k ⨯₃ e) = -(e ⬝ᵥ (k ⨯₃ k')) := by
    rw [(triple_product_permutation k' k e).trans (triple_product_permutation k e k'),
      ← cross_anticomm k k', dotProduct_neg]
  have h3 : e ⨯₃ (k ⨯₃ e) = k := by
    rw [double_cross, h.unit, dotProduct_comm e k, h.perp_in]
    module
  have h2 : (k' ⨯₃ e) ⨯₃ e = -k' := by
    rw [← cross_anticomm e (k' ⨯₃ e), double_cross, h.unit, dotProduct_comm e k', h.perp_out]
    module
  -- replace the multiple of `e` by the normal, then expand the double cross product
  have hs : (e ⬝ᵥ (k ⨯₃ k')) • (k ⨯₃ e) = (k ⬝ᵥ k') • k - k' := by
    rw [← LinearMap.map_smul (crossProduct k), ← normal_eq_smul_sigma h, double_cross,
      hk, one_smul]
  have hs' : (e ⬝ᵥ (k ⨯₃ k')) • (k' ⨯₃ e) = k - (k ⬝ᵥ k') • k' := by
    rw [← LinearMap.map_smul (crossProduct k'), ← normal_eq_smul_sigma h, double_cross,
      hk', one_smul, dotProduct_comm k' k]
  constructor
  · have h1 : k' ⨯₃ (k' ⨯₃ e) = -e := by
      rw [double_cross, h.perp_out, hk']
      module
    unfold spinVector
    rw [h1, h.perp_out, h2, ht, hs]
    simp only [map_neg, LinearMap.neg_apply, h3]
    module
  · have h1 : k ⨯₃ (k ⨯₃ e) = -e := by
      rw [double_cross, h.perp_in, hk]
      module
    unfold spinVector
    rw [h1, h.perp_in, h3, ht', neg_smul, hs']
    simp only [map_neg, h2]
    module

/-- For unit wave vectors, the pi-to-pi channel has orbital vector `-2(1 - k·k') k × k'`
and spin vector `k × k'`. -/
theorem pi_pi_vectors {k k' e : Vec} (h : IsSigma k k' e)
    (hk : k ⬝ᵥ k = 1) (hk' : k' ⬝ᵥ k' = 1) :
    orbitalVector k k' (k ⨯₃ e) (k' ⨯₃ e) = (-(2 * (1 - k ⬝ᵥ k'))) • (k ⨯₃ k') ∧
      spinVector k k' (k ⨯₃ e) (k' ⨯₃ e) = k ⨯₃ k' := by
  constructor
  · unfold orbitalVector
    rw [pi_cross_pi h]
    module
  · have ht : k ⬝ᵥ (k' ⨯₃ e) = e ⬝ᵥ (k ⨯₃ k') :=
      (triple_product_permutation k k' e).trans (triple_product_permutation k' e k)
    have ht' : k' ⬝ᵥ (k ⨯₃ e) = -(e ⬝ᵥ (k ⨯₃ k')) := by
      rw [(triple_product_permutation k' k e).trans (triple_product_permutation k e k'),
        ← cross_anticomm k k', dotProduct_neg]
    have h1 : k ⨯₃ (k ⨯₃ e) = -e := by
      rw [double_cross, h.perp_in, hk]
      module
    have h1' : k' ⨯₃ (k' ⨯₃ e) = -e := by
      rw [double_cross, h.perp_out, hk']
      module
    have hn := normal_eq_smul_sigma h
    unfold spinVector
    rw [h1, h1', pi_cross_pi h, ht, ht']
    simp only [map_neg, LinearMap.neg_apply, cross_self]
    linear_combination (norm := module) (-2 : ℝ) • hn

/-- The pi-to-pi amplitude minus the sigma-to-sigma amplitude contains only the orbital
moment, through its component along `k × k'`. -/
theorem orbital_from_difference {k k' e : Vec} (h : IsSigma k k' e)
    (hk : k ⬝ᵥ k = 1) (hk' : k' ⬝ᵥ k' = 1) (g : ℂ) (L S : Fin 3 → ℂ) :
    magneticAmplitude g L S k k' (k ⨯₃ e) (k' ⨯₃ e) - magneticAmplitude g L S k k' e e
      = -2 * g * (1 - ((k ⬝ᵥ k' : ℝ) : ℂ)) * (L ⬝ᵥ fun i => ((k ⨯₃ k') i : ℂ)) := by
  rw [sigma_sigma_amplitude h]
  unfold magneticAmplitude
  rw [(pi_pi_vectors h hk hk').1, (pi_pi_vectors h hk hk').2]
  simp only [dotProduct, Fin.sum_univ_three, Pi.smul_apply, smul_eq_mul]
  push_cast
  ring

/-- Unit wave vectors at angles `θ` and `-θ` in the xy-plane, with polarization along z,
meet all the hypotheses, and their cross product is `(0, 0, -sin 2θ)`. -/
theorem scattering_geometry_witness (θ : ℝ) :
    IsSigma ![Real.cos θ, Real.sin θ, 0] ![Real.cos θ, -Real.sin θ, 0] ![0, 0, 1] ∧
      (![Real.cos θ, Real.sin θ, 0] : Vec) ⬝ᵥ ![Real.cos θ, Real.sin θ, 0] = 1 ∧
      (![Real.cos θ, -Real.sin θ, 0] : Vec) ⬝ᵥ ![Real.cos θ, -Real.sin θ, 0] = 1 ∧
      (![Real.cos θ, Real.sin θ, 0] : Vec) ⨯₃ ![Real.cos θ, -Real.sin θ, 0]
        = ![0, 0, -Real.sin (2 * θ)] := by
  refine ⟨⟨?_, ?_, ?_⟩, ?_, ?_, ?_⟩
  · simp [dotProduct, Fin.sum_univ_three]
  · simp [dotProduct, Fin.sum_univ_three]
  · simp [dotProduct, Fin.sum_univ_three]
  · simp [dotProduct, Fin.sum_univ_three]
    nlinarith [Real.sin_sq_add_cos_sq θ]
  · simp [dotProduct, Fin.sum_univ_three]
    nlinarith [Real.sin_sq_add_cos_sq θ]
  · rw [Real.sin_two_mul, cross_apply]
    ext i
    fin_cases i <;> simp
    ring

end

end MagneticXrayPolarization
```

```lean
#print axioms MagneticXrayPolarization.sigma_sigma_amplitude
#print axioms MagneticXrayPolarization.rotated_spin_vectors
#print axioms MagneticXrayPolarization.orbital_from_difference
```

```
'MagneticXrayPolarization.sigma_sigma_amplitude' depends on axioms: [propext, Classical.choice, Quot.sound]
'MagneticXrayPolarization.rotated_spin_vectors' depends on axioms: [propext, Classical.choice, Quot.sound]
'MagneticXrayPolarization.orbital_from_difference' depends on axioms: [propext, Classical.choice, Quot.sound]
```

## How the proof follows the vector algebra

`double_cross` proves the double cross product identity by comparing components. `ext i` and `fin_cases i` produce the three coordinate equations, `simp` expands the products, and `ring` settles the remaining polynomial identities. The later channel theorems work mostly with whole vectors.

`normal_eq_smul_sigma` is the statement $n=\nu e$. Its intermediate fact `h0` is $e\times n=0$, and `h1` is the expansion of $e\times(e\times n)$. After substitution, `h1` says that $0=\nu e-n$, and `sub_eq_zero` turns this into the required equality.

`pi_cross_pi` proves $\pi'\times\pi=-n$. The fact `ht` is the cyclic permutation $k\cdot\pi'=\nu$, obtained from two uses of `triple_product_permutation`. The last rewrite replaces $\nu e$ by $n$.

`sigma_sigma_vectors` then has little left to do. The orbital half uses `cross_self`. The spin half rewrites the vanishing factors and the double cross product, after which `module`, which proves linear identities between vectors, collects the terms. `sigma_sigma_amplitude` inserts both results into the amplitude, and the term with $g$ and $L$ disappears.

In `rotated_spin_vectors` the named facts are the relations listed for the π channels. `ht` and `ht'` are the two triple products, `h3` is $e\times\pi=k$, and `h2` is $\pi'\times e=-k'$. The facts `hs` and `hs'` are the formulas for $\nu\pi$ and $\nu\pi'$: the scalar is moved inside the cross product, $\nu e$ is replaced by the normal, and `double_cross` is applied. In each half, `h1` supplies the remaining product equal to $-e$, and `module` adds up the result.

`pi_pi_vectors` obtains its orbital half directly from `pi_cross_pi`. In the spin half the goal reduces to $-n+2\nu e=n$. This is $-2$ times the equation $n=\nu e$ after all terms are moved to one side, which is why the final `linear_combination` carries the coefficient `(-2 : ℝ)`.

`orbital_from_difference` substitutes the σ→σ′ amplitude and the two π→π′ vectors, writes the dot products as sums of three terms, and lets `ring` cancel the spin. `push_cast` is needed because $k\cdot k'$ is real while the amplitudes are complex.

`scattering_geometry_witness` checks the explicit geometry for every real $\theta$. The normalizations come from $\sin^2\theta+\cos^2\theta=1$, and the cross product from the double-angle formula `Real.sin_two_mul`.
